# The sharp level shift for a positive definite Sternheimer operator with overlap

In linear response with ultrasoft pseudopotentials, the first-order change of a valence state $\psi_k$ comes from a linear system with matrix $H-e_kS$, where $H$ is the Hamiltonian, $S$ the overlap matrix and $e_k$ the level of the state. This matrix sends $\psi_k$ to zero, so any multiple of $\psi_k$ can be added to a solution. It is also negative on any valence state below $e_k$. A conjugate-gradient search direction that picks up valence components, through rounding or the preconditioner, can then meet zero or negative curvature.

A common cure adds $\alpha SP_v$, where $P_v$ is the $S$-orthogonal projector on the valence states and $\alpha$ is a real energy. Too small an $\alpha$ leaves the trouble in place. If every level outside the valence set lies above $e_k$, the shifted matrix is positive definite exactly when

$$\alpha>e_k-\min_{m\in v}e_m .$$

## States, overlap and projector

The basis is finite, as it is for plane waves below a cutoff. In the code `n` is the index set of the basis functions, not the label of a state.

In Lean 4 with Mathlib:

```lean
import Mathlib

open Matrix
open scoped ComplexOrder

namespace UltrasoftSternheimer

noncomputable section

variable {n : Type*} [Fintype n] [DecidableEq n]
```

The states $\psi_m$ and real levels $e_m$ satisfy

$$\psi_i^\dagger S\psi_j=\delta_{ij},\qquad H\psi_m=e_mS\psi_m .$$

The states carry the same index set as the basis functions, so there are enough of them to be complete. For Hermitian $H$ and positive definite $S$ such a basis exists by the spectral theorem; here its existence is the hypothesis `IsEigenbasis`, and the symmetry of $H$ is derived from it.

```lean
/-- The states `ψ m` are S-orthonormal, as many as there are basis functions, and solve the
generalized eigenvalue problem `H ψ = e S ψ` with real levels `e m`. -/
structure IsEigenbasis (H S : Matrix n n ℂ) (ψ : n → n → ℂ) (e : n → ℝ) : Prop where
  orthonormal : ∀ i j, star (ψ i) ⬝ᵥ (S *ᵥ ψ j) = if i = j then 1 else 0
  eigen : ∀ m, H *ᵥ ψ m = (e m : ℂ) • (S *ᵥ ψ m)
```

Let $C$ be the matrix with the states as columns, $C_{im}=(\psi_m)_i$.

```lean
/-- The matrix whose columns are the states. -/
def stateMatrix (ψ : n → n → ℂ) : Matrix n n ℂ := Matrix.of fun i m => ψ m i
```

For a set $v$ of valence states the projector is

$$P_v=\sum_{m\in v}\psi_m\psi_m^\dagger S .$$

The factor $S$ makes it a projector for the $S$ scalar product; in general $P_v^\dagger\neq P_v$.

```lean
/-- The valence projector `P_v`, the sum of `ψ ψ† S` over the valence states. -/
def valenceProjector (S : Matrix n n ℂ) (ψ : n → n → ℂ) (v : Finset n) : Matrix n n ℂ :=
  ∑ m ∈ v, vecMulVec (ψ m) (star (ψ m)) * S
```

With a real reference energy $\varepsilon$, the shifted operator is

$$A=H-\varepsilon S+\alpha SP_v .$$

```lean
/-- The shifted operator `H - ε S + α S P_v` of the linear-response equation. -/
def shiftedOperator (H S : Matrix n n ℂ) (ψ : n → n → ℂ) (v : Finset n) (ε α : ℝ) :
    Matrix n n ℂ :=
  H - (ε : ℂ) • S + (α : ℂ) • (S * valenceProjector S ψ v)
```

## Positivity read off from the levels

A matrix $M$ moves across the ordinary scalar product as its adjoint: $x^\dagger(M^\dagger y)=(Mx)^\dagger y$.

```lean
omit [DecidableEq n] in
/-- A matrix moves from one side of the scalar product to the other as its adjoint. -/
theorem dotProduct_adjoint (M : Matrix n n ℂ) (x y : n → ℂ) :
    star x ⬝ᵥ (Mᴴ *ᵥ y) = star (M *ᵥ x) ⬝ᵥ y := by
  rw [Matrix.star_mulVec, Matrix.dotProduct_mulVec]
```

Put $B=SC$. Orthonormality reads $C^\dagger B=1$, and its adjoint is $B^\dagger C=1$. For square matrices a left inverse is also a right inverse, so $CB^\dagger=1$, which is completeness. The eigenvalue equations, collected column by column, say $HC=B\,\mathrm{diag}(e)$. Multiplying by $B^\dagger$ on the right gives

$$H=HCB^\dagger=B\,\mathrm{diag}(e)\,B^\dagger .$$

In the proof `h1` to `h4` are these four matrix identities, and `mul_eq_one_comm` exchanges the two factors.

```lean
/-- A complete S-orthonormal eigenbasis gives the spectral form `H = B diag(e) B†` with
`B = S C`, where `C` is the matrix of states and `C B† = 1`. -/
theorem IsEigenbasis.spectral {H S : Matrix n n ℂ} {ψ : n → n → ℂ} {e : n → ℝ}
    (h : IsEigenbasis H S ψ e) :
    stateMatrix ψ * (S * stateMatrix ψ)ᴴ = 1 ∧
      H = (S * stateMatrix ψ) * diagonal (fun m => (e m : ℂ)) * (S * stateMatrix ψ)ᴴ := by
  have h1 : (stateMatrix ψ)ᴴ * (S * stateMatrix ψ) = 1 := by
    ext i j
    rw [Matrix.one_apply]
    exact h.orthonormal i j
  -- for square matrices orthonormality implies completeness
  have h2 : (S * stateMatrix ψ)ᴴ * stateMatrix ψ = 1 := by
    have := congrArg conjTranspose h1
    rwa [conjTranspose_mul, conjTranspose_conjTranspose, conjTranspose_one] at this
  have h3 : stateMatrix ψ * (S * stateMatrix ψ)ᴴ = 1 := mul_eq_one_comm.mp h2
  have h4 : H * stateMatrix ψ = (S * stateMatrix ψ) * diagonal (fun m => (e m : ℂ)) := by
    ext i m
    rw [Matrix.mul_diagonal, mul_comm]
    exact congrFun (h.eigen m) i
  refine ⟨h3, ?_⟩
  rw [← h4, Matrix.mul_assoc, h3, Matrix.mul_one]
```

Since the levels are real, $\mathrm{diag}(e)$ is its own adjoint, and therefore $H^\dagger=B\,\mathrm{diag}(e)\,B^\dagger=H$.

```lean
/-- An operator with a complete S-orthonormal eigenbasis and real levels is Hermitian. -/
theorem IsEigenbasis.isHermitian {H S : Matrix n n ℂ} {ψ : n → n → ℂ} {e : n → ℝ}
    (h : IsEigenbasis H S ψ e) : H.IsHermitian := by
  have hD : (diagonal (fun m => (e m : ℂ)))ᴴ = diagonal (fun m => (e m : ℂ)) := by
    rw [diagonal_conjTranspose]
    congr 1
    ext m
    simp
  change Hᴴ = H
  have hs := h.spectral.2
  generalize S * stateMatrix ψ = B at hs
  rw [hs, conjTranspose_mul, conjTranspose_mul, conjTranspose_conjTranspose, hD,
    Matrix.mul_assoc]
```

If $H$ is positive definite, testing it on an eigenstate gives $0<\psi_m^\dagger H\psi_m=e_m\,\psi_m^\dagger S\psi_m=e_m$. The state is non-zero because its $S$-norm is one.

Conversely, let all $e_m$ be positive and take $x\neq0$. Its coefficients are $y=B^\dagger x$, and $x=CB^\dagger x=Cy$, so $y\neq0$. Then

$$x^\dagger Hx=y^\dagger\,\mathrm{diag}(e)\,y=\sum_m e_m|y_m|^2>0 .$$

The code proves this sum formula as `hq`; one non-zero coefficient makes the sum strictly positive. Mathlib's `PosDef` includes Hermiticity, which the previous lemma supplies. Applied to $S$ itself, whose levels in this basis are all one, the criterion shows that $S$ is positive definite.

```lean
/-- An operator with a complete S-orthonormal eigenbasis is positive definite exactly when all
its generalized levels are positive. -/
theorem IsEigenbasis.posDef_iff {H S : Matrix n n ℂ} {ψ : n → n → ℂ} {e : n → ℝ}
    (h : IsEigenbasis H S ψ e) : H.PosDef ↔ ∀ m, 0 < e m := by
  constructor
  · -- test the quadratic form on each eigenstate
    intro hp m
    have hne : ψ m ≠ 0 := by
      intro h0
      have := h.orthonormal m m
      simp [h0] at this
    have h1 := hp.dotProduct_mulVec_pos hne
    rw [h.eigen, dotProduct_smul, h.orthonormal, if_pos rfl, smul_eq_mul, mul_one] at h1
    exact_mod_cast h1
  · intro he
    rw [Matrix.posDef_iff_dotProduct_mulVec]
    refine ⟨h.isHermitian, fun x hx => ?_⟩
    obtain ⟨hc, hs⟩ := h.spectral
    set B := S * stateMatrix ψ with hB
    -- the coefficients of x in the eigenbasis
    obtain ⟨y, hy⟩ : ∃ y, y = Bᴴ *ᵥ x := ⟨_, rfl⟩
    have hy0 : y ≠ 0 := by
      intro h0
      apply hx
      rw [← Matrix.one_mulVec x, ← hc, ← Matrix.mulVec_mulVec, ← hy, h0, Matrix.mulVec_zero]
    have hq : star x ⬝ᵥ (H *ᵥ x) = ((∑ m, e m * Complex.normSq (y m) : ℝ) : ℂ) := by
      have h1 : star x ⬝ᵥ (H *ᵥ x) = star y ⬝ᵥ (diagonal (fun m => (e m : ℂ)) *ᵥ y) := by
        rw [hy, ← dotProduct_adjoint, conjTranspose_conjTranspose, hs]
        simp only [Matrix.mulVec_mulVec, Matrix.mul_assoc]
      rw [h1, Complex.ofReal_sum]
      refine Finset.sum_congr rfl fun m _ => ?_
      rw [Matrix.mulVec_diagonal, Complex.ofReal_mul, Complex.normSq_eq_conj_mul_self,
        starRingEnd_apply, Pi.star_apply]
      ring
    rw [hq]
    obtain ⟨m, hm⟩ := Function.ne_iff.mp hy0
    have hpos : 0 < ∑ m, e m * Complex.normSq (y m) :=
      Finset.sum_pos' (fun i _ => mul_nonneg (he i).le (Complex.normSq_nonneg _))
        ⟨m, Finset.mem_univ m, mul_pos (he m) (Complex.normSq_pos.mpr hm)⟩
    exact_mod_cast hpos
```

## What the shift does to each level

Applied to a vector $u$, the projector gives

$$P_vu=\sum_{m\in v}(\psi_m^\dagger Su)\,\psi_m .$$

This is also how a program can apply the shift without forming a matrix: it computes the overlaps $\psi_m^\dagger Su$, then adds $\alpha\sum_{m\in v}(\psi_m^\dagger Su)\,S\psi_m$ to $(H-\varepsilon S)u$. The proof builds up the sum by induction on $v$.

```lean
/-- The valence projector expands a vector in the valence states, with S-overlaps as
coefficients. -/
theorem valenceProjector_mulVec (S : Matrix n n ℂ) (ψ : n → n → ℂ) (v : Finset n)
    (u : n → ℂ) :
    valenceProjector S ψ v *ᵥ u = ∑ m ∈ v, (star (ψ m) ⬝ᵥ (S *ᵥ u)) • ψ m := by
  have hvec : ∀ a b w : n → ℂ, vecMulVec a b *ᵥ w = (b ⬝ᵥ w) • a := by
    intro a b w
    ext i
    simp only [Matrix.mulVec, dotProduct, vecMulVec_apply, Pi.smul_apply, smul_eq_mul,
      Finset.sum_mul]
    exact Finset.sum_congr rfl fun j _ => by ring
  unfold valenceProjector
  induction v using Finset.induction_on with
  | empty => simp
  | insert a s ha ih =>
    rw [Finset.sum_insert ha, Finset.sum_insert ha, Matrix.add_mulVec, ih,
      ← Matrix.mulVec_mulVec, hvec]
```

By orthonormality $P_v\psi_m=\psi_m$ for $m\in v$ and $P_v\psi_m=0$ otherwise. Hence

$$A\psi_m=\begin{cases}(e_m-\varepsilon+\alpha)\,S\psi_m,& m\in v,\\ (e_m-\varepsilon)\,S\psi_m,& m\notin v.\end{cases}$$

The states are unchanged and only the levels move. The lemma expresses this by returning an `IsEigenbasis` for the shifted operator, so everything shown for $H$ applies to $A$. The case split on `m ∈ v` matches the two lines above.

```lean
/-- The eigenbasis `ψ` of `H` is also an eigenbasis of the shifted operator; every level moves by
`-ε`, and the valence levels move by a further `α`. -/
theorem IsEigenbasis.shifted {H S : Matrix n n ℂ} {ψ : n → n → ℂ} {e : n → ℝ}
    (h : IsEigenbasis H S ψ e) (v : Finset n) (ε α : ℝ) :
    IsEigenbasis (shiftedOperator H S ψ v ε α) S ψ
      (fun m => e m - ε + if m ∈ v then α else 0) := by
  refine ⟨h.orthonormal, fun m => ?_⟩
  have hP : valenceProjector S ψ v *ᵥ ψ m = if m ∈ v then ψ m else 0 := by
    rw [valenceProjector_mulVec]
    simp [h.orthonormal, ite_smul]
  rw [shiftedOperator, Matrix.add_mulVec, Matrix.sub_mulVec, Matrix.smul_mulVec,
    Matrix.smul_mulVec, ← Matrix.mulVec_mulVec, hP, h.eigen]
  by_cases hm : m ∈ v
  · simp only [if_pos hm]
    push_cast
    module
  · simp only [if_neg hm, Matrix.mulVec_zero]
    push_cast
    module
```

## The threshold

Now set $\varepsilon=e_k$ with $k\in v$, and assume $e_m>e_k$ for every $m\notin v$. This condition, `gap` in the code, stands for a separation between $\psi_k$ and the empty states, as in an insulator; partially filled levels of a metal are not treated.

$A$ is Hermitian for every real $\alpha$, because it has a complete $S$-orthonormal eigenbasis with real levels. It is positive definite exactly when all its levels are positive. Outside $v$ they are $e_m-e_k>0$ already. Inside $v$ the requirement is $e_m-e_k+\alpha>0$ for all $m$, and the lowest valence level decides:

$$\alpha>e_k-\min_{m\in v}e_m .$$

At equality the lowest valence state has level zero and $A$ is singular. If $\psi_k$ is itself the lowest valence state, any positive $\alpha$ suffices.

The minimum appears as `v.inf' ⟨k, hk⟩ e`, where `⟨k, hk⟩` records that $v$ is not empty. The theorem states Hermiticity separately, so it also holds for shifts below the threshold.

```lean
/-- If all levels outside the valence set lie above the valence level `e k`, then
`H - e_k S + α S P_v` is Hermitian, and it is positive definite exactly when `α` exceeds
`e k` minus the lowest valence level. -/
theorem shiftedOperator_posDef_iff {H S : Matrix n n ℂ} {ψ : n → n → ℂ} {e : n → ℝ}
    (h : IsEigenbasis H S ψ e) {v : Finset n} {k : n} (hk : k ∈ v)
    (gap : ∀ m, m ∉ v → e k < e m) (α : ℝ) :
    (shiftedOperator H S ψ v (e k) α).IsHermitian ∧
      ((shiftedOperator H S ψ v (e k) α).PosDef ↔ e k - v.inf' ⟨k, hk⟩ e < α) := by
  have hs := h.shifted v (e k) α
  refine ⟨hs.isHermitian, hs.posDef_iff.trans ⟨fun hp => ?_, fun hα m => ?_⟩⟩
  · have h1 : e k - α < v.inf' ⟨k, hk⟩ e := (Finset.lt_inf'_iff _).2 fun m hm => by
      have h2 := hp m
      simp only [if_pos hm] at h2
      linarith
    linarith
  · by_cases hm : m ∈ v
    · have h1 : v.inf' ⟨k, hk⟩ e ≤ e m := Finset.inf'_le e hm
      simp only [if_pos hm]
      linarith
    · have h1 := gap m hm
      simp only [if_neg hm]
      linarith
```

In a calculation one shift can serve all valence states at once: if the gap condition holds for each of them, any $\alpha$ larger than the full valence width $\max_v e-\min_v e$ is enough. For a phonon of non-zero wavevector $q$, the reference energy comes from one Bloch vector, while the operator and projector belong to another, displaced by $q$. The threshold theorem takes $\varepsilon$ from the same spectrum, but the preceding lemma leaves $\varepsilon$ free, and the same comparison of levels applies.

## The shifted equation has the right solution

Positive definiteness alone does not show that the shift leaves the wanted response intact. Let $w$ be the source, for instance the perturbation acting on $\psi_k$, and remove its valence part to get $w-P_v^\dagger w$. Suppose $e_m-e_k+\alpha\neq0$ for all $m\in v$, which holds in particular above the threshold. Then

$$Au=-(w-P_v^\dagger w)$$

is equivalent to

$$(H-e_kS)u=-(w-P_v^\dagger w)\quad\text{and}\quad \psi_m^\dagger Su=0\ \text{ for all } m\in v .$$

From the second form to the first: orthogonality gives $P_vu=0$, so $Au=(H-e_kS)u$. This is `key` in the code.

From the first to the second: project the shifted equation on $\psi_m$ with $m\in v$. Since $A$ and $S$ are Hermitian, the left side is

$$\psi_m^\dagger Au=(A\psi_m)^\dagger u=(e_m-e_k+\alpha)\,\psi_m^\dagger Su .$$

The right side is $-(\psi_m^\dagger w-(P_v\psi_m)^\dagger w)=0$. The prefactor is non-zero, so $\psi_m^\dagger Su=0$, and `key` then removes the shift from the equation.

```lean
/-- For a source `w` projected out of the valence space, and no shifted valence level equal to
zero, the shifted response equation is equivalent to the unshifted one together with
S-orthogonality of the response to all valence states. -/
theorem shifted_response_iff {H S : Matrix n n ℂ} {ψ : n → n → ℂ} {e : n → ℝ}
    (h : IsEigenbasis H S ψ e) (v : Finset n) (k : n) {α : ℝ}
    (hα : ∀ m ∈ v, e m - e k + α ≠ 0) (u w : n → ℂ) :
    shiftedOperator H S ψ v (e k) α *ᵥ u = -(w - (valenceProjector S ψ v)ᴴ *ᵥ w) ↔
      (H - (e k : ℂ) • S) *ᵥ u = -(w - (valenceProjector S ψ v)ᴴ *ᵥ w) ∧
        ∀ m ∈ v, star (ψ m) ⬝ᵥ (S *ᵥ u) = 0 := by
  -- on vectors S-orthogonal to the valence states the shift does nothing
  have key : (∀ m ∈ v, star (ψ m) ⬝ᵥ (S *ᵥ u) = 0) →
      shiftedOperator H S ψ v (e k) α *ᵥ u = (H - (e k : ℂ) • S) *ᵥ u := by
    intro ho
    have hP : valenceProjector S ψ v *ᵥ u = 0 := by
      rw [valenceProjector_mulVec]
      exact Finset.sum_eq_zero fun m hm => by rw [ho m hm, zero_smul]
    rw [shiftedOperator, Matrix.add_mulVec, Matrix.smul_mulVec, ← Matrix.mulVec_mulVec, hP,
      Matrix.mulVec_zero, smul_zero, add_zero]
  refine ⟨fun hu => ?_, fun hu => (key hu.2).trans hu.1⟩
  have orth : ∀ m ∈ v, star (ψ m) ⬝ᵥ (S *ᵥ u) = 0 := by
    intro m hm
    have hs := h.shifted v (e k) α
    have hA : (shiftedOperator H S ψ v (e k) α)ᴴ = shiftedOperator H S ψ v (e k) α :=
      hs.isHermitian
    have hSb : IsEigenbasis S S ψ (fun _ => 1) := ⟨h.orthonormal, fun m => by simp⟩
    have hS : Sᴴ = S := hSb.isHermitian
    have hP : valenceProjector S ψ v *ᵥ ψ m = ψ m := by
      rw [valenceProjector_mulVec]
      simp [h.orthonormal, ite_smul, hm]
    -- project the shifted equation on a valence state
    have h1 := dotProduct_adjoint (shiftedOperator H S ψ v (e k) α) (ψ m) u
    have h2 := dotProduct_adjoint S (ψ m) u
    rw [hS] at h2
    rw [hA, hu, hs.eigen m, dotProduct_neg, dotProduct_sub, dotProduct_adjoint, hP, sub_self,
      neg_zero, star_smul, smul_dotProduct, smul_eq_mul, ← h2] at h1
    simp only [if_pos hm, Complex.star_def, Complex.conj_ofReal] at h1
    have hne : ((e m - e k + α : ℝ) : ℂ) ≠ 0 := Complex.ofReal_ne_zero.mpr (hα m hm)
    exact (mul_eq_zero.mp h1.symm).resolve_left hne
  exact ⟨(key orth).symm.trans hu, orth⟩
```

The vector $u$ is the part of the response outside the valence space, for a fixed source in a finite basis. When atoms move, an ultrasoft overlap matrix changes too, by $\delta S$ to first order. The source must then include the term $-e_k\,\delta S\,\psi_k$, and the valence components that the change of overlap requires must be added to $u$ separately. The self-consistent update of the source is likewise a further step.

## Three levels with a non-trivial overlap

Take

$$H=\begin{pmatrix}1&-1&0\\-1&4&0\\0&0&5\end{pmatrix},\qquad S=\begin{pmatrix}1&-1&0\\-1&2&0\\0&0&1\end{pmatrix},$$

with states $\psi_0=(1,0,0)$, $\psi_1=(1,1,0)$, $\psi_2=(0,0,1)$, numbered from zero as in `Fin 3`. Then $S\psi_0=(1,-1,0)$, $S\psi_1=(0,1,0)$ and $S\psi_2=\psi_2$, which gives $S$-orthonormality. Moreover $H\psi_0=S\psi_0$, $H\psi_1=3S\psi_1$ and $H\psi_2=5S\psi_2$, so the levels are $1,3,5$.

With $v=\{0,1\}$ and $k=1$, the only outside level is $5>3$. The shifted levels are $\alpha-2$, $\alpha$ and $2$, and the threshold is $\alpha>2$. The code checks the eigenbasis and gap conditions entry by entry.

```lean
/-- A three-level system with non-trivial overlap matrix, levels 1, 3, 5 and the two lowest
states as valence set satisfies the eigenbasis and gap conditions for the second state. -/
theorem shiftedOperator_witness :
    IsEigenbasis (n := Fin 3) !![1, -1, 0; -1, 4, 0; 0, 0, 5] !![1, -1, 0; -1, 2, 0; 0, 0, 1]
      ![![1, 0, 0], ![1, 1, 0], ![0, 0, 1]] ![1, 3, 5] ∧
    ∀ m : Fin 3, m ∉ ({0, 1} : Finset (Fin 3)) →
      (![1, 3, 5] : Fin 3 → ℝ) 1 < (![1, 3, 5] : Fin 3 → ℝ) m := by
  refine ⟨⟨fun i j => ?_, fun m => ?_⟩, fun m hm => ?_⟩
  · fin_cases i <;> fin_cases j <;>
      simp [Matrix.mulVec, dotProduct, Fin.sum_univ_succ]
    all_goals norm_num
  · ext i
    fin_cases m <;> fin_cases i <;>
      simp [Matrix.mulVec, dotProduct, Fin.sum_univ_succ]
    all_goals norm_num
  · fin_cases m
    · exact absurd (by decide) hm
    · exact absurd (by decide) hm
    · change (3 : ℝ) < 5
      norm_num

end

end UltrasoftSternheimer
```

```lean
#print axioms UltrasoftSternheimer.shiftedOperator_posDef_iff
#print axioms UltrasoftSternheimer.shifted_response_iff
```

```
'UltrasoftSternheimer.shiftedOperator_posDef_iff' depends on axioms: [propext, Classical.choice, Quot.sound]
'UltrasoftSternheimer.shifted_response_iff' depends on axioms: [propext, Classical.choice, Quot.sound]
```
